# In an orthonormal basis, a closed-shell density matrix with P² = 2P gives no atom a Wiberg valence above its number of basis functions

Without an upper bound on the Wiberg valence, a computed value of 1.3 for a hydrogen atom with one basis function could pass for unusual bonding. For a Hermitian density matrix P with P² = 2P in an orthonormal basis the limit is 1, so such a value means that the calculation, or one of these assumptions, has failed.

```lean
import Mathlib

open Matrix

namespace WibergValence

noncomputable section

variable {n : Type*} [Fintype n] [DecidableEq n]

/-- The Wiberg bond order between two sets of orthonormal basis functions:
the sum of `|P_ij|²` over `i` in the first set and `j` in the second. -/
def bondOrder (P : Matrix n n ℂ) (A B : Finset n) : ℝ :=
  ∑ i ∈ A, ∑ j ∈ B, ‖P i j‖ ^ 2

/-- The total Wiberg valence of an atom: its bond order with all basis functions
that are not on the atom. -/
def valence (P : Matrix n n ℂ) (A : Finset n) : ℝ :=
  bondOrder P A Aᶜ

/-- The diagonal block of the density matrix that belongs to the atom `A`. -/
def atomBlock (P : Matrix n n ℂ) (A : Finset n) : Matrix A A ℂ :=
  P.submatrix (fun i : A => (i : n)) (fun j : A => (j : n))

omit [DecidableEq n] in
/-- For a Hermitian density matrix with `P² = 2P`, the squared moduli in row `i`
sum to twice the population `P_ii`. -/
theorem row_sum {P : Matrix n n ℂ} (hP : P.IsHermitian)
    (h2 : P * P = (2 : ℂ) • P) (i : n) :
    ∑ j, ‖P i j‖ ^ 2 = 2 * (P i i).re := by
  have h := congrFun (congrFun h2 i) i
  rw [Matrix.mul_apply, Matrix.smul_apply, smul_eq_mul] at h
  have hr := congrArg Complex.re h
  rw [Complex.re_sum] at hr
  -- hermiticity turns P_ij P_ji into |P_ij|²
  have e : ∀ j, (P i j * P j i).re = ‖P i j‖ ^ 2 := by
    intro j
    rw [← hP.apply j i, Complex.sq_norm, Complex.normSq_apply, Complex.mul_re,
      Complex.star_def, Complex.conj_re, Complex.conj_im]
    ring
  calc ∑ j, ‖P i j‖ ^ 2 = ∑ j, (P i j * P j i).re :=
        Finset.sum_congr rfl fun j _ => (e j).symm
    _ = (2 * P i i).re := hr
    _ = 2 * (P i i).re := by simp

/-- For a Hermitian density matrix with `P² = 2P`, the valence of an atom is its number
of basis functions minus the squared distance of its diagonal block from the unit matrix. -/
theorem valence_eq {P : Matrix n n ℂ} (hP : P.IsHermitian)
    (h2 : P * P = (2 : ℂ) • P) (A : Finset n) :
    valence P A =
      (A.card : ℝ) - ∑ i ∈ A, ∑ j ∈ A, ‖P i j - (1 : Matrix n n ℂ) i j‖ ^ 2 := by
  have row : ∀ i ∈ A, ∑ j ∈ Aᶜ, ‖P i j‖ ^ 2 =
      1 - ∑ j ∈ A, ‖P i j - (1 : Matrix n n ℂ) i j‖ ^ 2 := by
    intro i hi
    -- only the diagonal element feels the unit matrix
    have e : ∀ j, ‖P i j - (1 : Matrix n n ℂ) i j‖ ^ 2 =
        ‖P i j‖ ^ 2 + if i = j then 1 - 2 * (P i j).re else 0 := by
      intro j
      by_cases h : i = j
      · subst h
        rw [Matrix.one_apply_eq, if_pos rfl]
        simp only [Complex.sq_norm, Complex.normSq_apply, Complex.sub_re,
          Complex.sub_im, Complex.one_re, Complex.one_im]
        ring
      · rw [Matrix.one_apply_ne h, if_neg h, sub_zero, add_zero]
    have dev : ∑ j ∈ A, ‖P i j - (1 : Matrix n n ℂ) i j‖ ^ 2 =
        ∑ j ∈ A, ‖P i j‖ ^ 2 + (1 - 2 * (P i i).re) := by
      rw [Finset.sum_congr rfl (fun j _ => e j), Finset.sum_add_distrib,
        Finset.sum_ite_eq, if_pos hi]
    have split : ∑ j ∈ A, ‖P i j‖ ^ 2 + ∑ j ∈ Aᶜ, ‖P i j‖ ^ 2 = ∑ j, ‖P i j‖ ^ 2 :=
      Finset.sum_add_sum_compl A _
    have total := row_sum hP h2 i
    linarith
  unfold valence bondOrder
  rw [Finset.sum_congr rfl row, Finset.sum_sub_distrib]
  simp only [Finset.sum_const, nsmul_eq_mul, mul_one]

/-- For a Hermitian density matrix with `P² = 2P` in an orthonormal basis, the total Wiberg
valence of an atom is at most its number of basis functions, with equality exactly when
the diagonal block of the atom is the unit matrix. -/
theorem valence_le_card {P : Matrix n n ℂ} (hP : P.IsHermitian)
    (h2 : P * P = (2 : ℂ) • P) (A : Finset n) :
    valence P A ≤ A.card ∧ (valence P A = A.card ↔ atomBlock P A = 1) := by
  have key := valence_eq hP h2 A
  have inner_nonneg : ∀ i ∈ A,
      0 ≤ ∑ j ∈ A, ‖P i j - (1 : Matrix n n ℂ) i j‖ ^ 2 :=
    fun i _ => Finset.sum_nonneg fun j _ => sq_nonneg _
  have nonneg := Finset.sum_nonneg inner_nonneg
  have one_block : atomBlock (1 : Matrix n n ℂ) A = 1 :=
    Matrix.submatrix_one _ Subtype.val_injective
  refine ⟨by linarith, fun h => ?_, fun h => ?_⟩
  · -- a vanishing sum of squares vanishes term by term
    have h0 : ∑ i ∈ A, ∑ j ∈ A, ‖P i j - (1 : Matrix n n ℂ) i j‖ ^ 2 = 0 := by
      linarith
    rw [← one_block]
    ext i j
    have hi := (Finset.sum_eq_zero_iff_of_nonneg inner_nonneg).1 h0 i i.2
    have hij := (Finset.sum_eq_zero_iff_of_nonneg
      (fun j _ => sq_nonneg _)).1 hi j j.2
    exact sub_eq_zero.1 (norm_eq_zero.1 ((pow_eq_zero_iff two_ne_zero).1 hij))
  · have h1 := h.trans one_block.symm
    have h0 : ∑ i ∈ A, ∑ j ∈ A, ‖P i j - (1 : Matrix n n ℂ) i j‖ ^ 2 = 0 := by
      refine Finset.sum_eq_zero fun i hi => Finset.sum_eq_zero fun j hj => ?_
      have hij : P i j = (1 : Matrix n n ℂ) i j :=
        congrFun (congrFun h1 ⟨i, hi⟩) ⟨j, hj⟩
      rw [hij, sub_self, norm_zero, zero_pow two_ne_zero]
    linarith

omit [Fintype n] [DecidableEq n] in
/-- For a Hermitian density matrix the bond order is symmetric in the two atoms. -/
theorem bondOrder_comm {P : Matrix n n ℂ} (hP : P.IsHermitian) (A B : Finset n) :
    bondOrder P A B = bondOrder P B A := by
  unfold bondOrder
  rw [Finset.sum_comm]
  refine Finset.sum_congr rfl fun j _ => Finset.sum_congr rfl fun i _ => ?_
  rw [← hP.apply i j, norm_star]

/-- For a Hermitian density matrix with `P² = 2P`, the bond order between two atoms without
common basis functions is at most the smaller of their numbers of basis functions. -/
theorem bondOrder_le_min {P : Matrix n n ℂ} (hP : P.IsHermitian)
    (h2 : P * P = (2 : ℂ) • P) {A B : Finset n} (hAB : Disjoint A B) :
    bondOrder P A B ≤ min (A.card : ℝ) (B.card : ℝ) := by
  -- one bond is a part of the total valence
  have part : ∀ C D : Finset n, Disjoint C D → bondOrder P C D ≤ C.card := by
    intro C D hCD
    have sub : D ⊆ Cᶜ := fun j hj =>
      Finset.mem_compl.2 fun hC => Finset.disjoint_left.1 hCD hC hj
    have le : bondOrder P C D ≤ valence P C :=
      Finset.sum_le_sum fun i _ =>
        Finset.sum_le_sum_of_subset_of_nonneg sub fun j _ _ => sq_nonneg _
    exact le.trans (valence_le_card hP h2 C).1
  refine le_min (part A B hAB) ?_
  rw [bondOrder_comm hP]
  exact part B A hAB.symm

/-- The block matrix with unit diagonal blocks and the off-diagonal blocks `U` and `Uᴴ`. For unitary
`U` it serves as the closed-shell density matrix of two atoms with equally many basis functions. -/
def bondedPair (U : Matrix n n ℂ) : Matrix (n ⊕ n) (n ⊕ n) ℂ :=
  Matrix.fromBlocks 1 U Uᴴ 1

/-- For unitary `U` the matrix `bondedPair U` is Hermitian, satisfies `P² = 2P`, and gives
the first atom a valence equal to its number of basis functions. -/
theorem bondedPair_witness (U : Matrix n n ℂ) (hU : U * Uᴴ = 1) :
    (bondedPair U).IsHermitian ∧
      bondedPair U * bondedPair U = (2 : ℂ) • bondedPair U ∧
      valence (bondedPair U) (Finset.univ.map Function.Embedding.inl) =
        Fintype.card n := by
  have hU' : Uᴴ * U = 1 := mul_eq_one_comm.1 hU
  have hP : (bondedPair U).IsHermitian := by
    unfold bondedPair
    rw [Matrix.IsHermitian, Matrix.fromBlocks_conjTranspose]
    simp
  have h2 : bondedPair U * bondedPair U = (2 : ℂ) • bondedPair U := by
    unfold bondedPair
    rw [Matrix.fromBlocks_multiply, Matrix.fromBlocks_smul, hU, hU']
    simp only [Matrix.one_mul, Matrix.mul_one, two_smul]
  refine ⟨hP, h2, ?_⟩
  -- the diagonal block is 1, so nothing is subtracted
  rw [valence_eq hP h2]
  simp [bondedPair, Finset.sum_map, Matrix.one_apply]

end

end WibergValence
```

```lean
#print axioms WibergValence.valence_le_card
-- 'WibergValence.valence_le_card' depends on axioms: [propext, Classical.choice, Quot.sound]
#print axioms WibergValence.bondOrder_le_min
-- 'WibergValence.bondOrder_le_min' depends on axioms: [propext, Classical.choice, Quot.sound]
```

The central theorem, `valence_le_card`, takes a complex matrix P over a finite index type `n`, whose elements label the basis functions. An atom is a finite set A of these labels, of type `Finset n`, and m = `A.card` is their number. The valence is the sum of |P_ij|² over i on the atom and j off it, that is, the bond order of A with its complement `Aᶜ`. The theorem says that this valence is at most m, and that it equals m exactly when `atomBlock P A`, the submatrix of P with both indices on A, is the unit matrix.

Two hypotheses carry the physics. `P.IsHermitian` says that P_ji is the complex conjugate of P_ij. The condition `P * P = (2 : ℂ) • P` stands for a closed-shell single determinant: P is twice the projector onto the occupied spatial orbitals, each of which holds two electrons. Orthonormality enters through the form of this condition, which contains no overlap matrix. In a non-orthogonal basis with overlap matrix S it would read PSP = 2P, and the theorem doesn't treat that case. Open shells and correlated density matrices with fractional occupations are not covered either. Nothing in the definitions ties an atom to a position in space; any set of basis functions will do.

Equality requires each basis function on the atom to have population 1 and all density matrix elements between different functions on the atom to vanish. The bound counts basis functions and not chemical valence, so it grows weaker as the basis grows. For closed-shell Hartree–Fock or Kohn–Sham output in an orthonormalised basis, with every spatial orbital either doubly occupied or empty, it offers a simple check on a bond-order analysis. Smeared occupations break P² = 2P.

The derivation starts from a diagonal element of P² = 2P:

∑_j P_ij P_ji = 2 P_ii.

By hermiticity, P_ij P_ji = |P_ij|² and P_ii is real, so

∑_j |P_ij|² = 2 P_ii.

This is `row_sum`. The statement contains `(P i i).re` because its left side is a real number, while the entry `P i i` has complex type. The Lean proof reads off the (i, i) entry of the matrix equation and takes real parts; the local step `e` turns the real part of each product into a squared modulus.

Now let i be on the atom, and compare its row within the atom with the same row of the unit matrix. Only the diagonal element changes, and there

|P_ii − 1|² = |P_ii|² − 2 P_ii + 1.

Therefore

∑_{j∈A} |P_ij − δ_ij|² = ∑_{j∈A} |P_ij|² + 1 − 2 P_ii.

The full row sum 2 P_ii splits into a part on the atom and a part off it, so

∑_{j∉A} |P_ij|² = 2 P_ii − ∑_{j∈A} |P_ij|² = 1 − ∑_{j∈A} |P_ij − δ_ij|².

Summing over the m functions i on the atom gives an exact identity:

valence(A) = m − ∑_{i∈A} ∑_{j∈A} |P_ij − δ_ij|².

This is `valence_eq`. In its proof, `dev` is the comparison with the unit matrix, `split` divides the row, and `total` supplies the row sum; `linarith` combines the three.

The identity says what each departure from the unit block costs. For an atom with one basis function of population q, it reads

valence = 1 − (q − 1)² = q(2 − q),

which is largest at q = 1 and zero for an empty or a doubly filled function. Likewise, a core function with population exactly 2 lowers the limit for its atom by one. A carbon atom with five functions, one of them such a core function, therefore has a valence of at most 4.

The main theorem follows at once. The subtracted double sum is nonnegative, which gives the bound. If the valence equals m, the double sum is zero, so each of its terms is zero and P_ij = δ_ij throughout the block. Lean reaches the single terms by applying `Finset.sum_eq_zero_iff_of_nonneg` twice, first to the sum over i and then to the sum over j. Conversely, a unit block makes every term vanish, and the valence is m.

A limit on the bond order of each pair of atoms comes with it. Since |P_ij| = |P_ji|, exchanging the two sums shows that the bond order is symmetric, which is `bondOrder_comm`. If atoms A and B share no basis functions, B lies in the complement of A, so their bond order is a part of the valence of A and is at most the number of functions on A. By symmetry the number of functions on B is a limit too, and `bondOrder_le_min` states that the smaller of the two numbers bounds the bond order. A hydrogen atom with one basis function thus has a bond order of at most 1 with any other atom, however many functions that atom carries.

The bound is attained for every m. Take two atoms with m functions each, a unitary m × m matrix U, and the density matrix with block rows

P = (1, U; U†, 1).

It is Hermitian, and block multiplication gives

P² = (1 + UU†, 2U; 2U†, U†U + 1) = 2P.

The diagonal block of the first atom is 1, so its valence is m. This is `bondedPair_witness`, where `Finset.univ.map Function.Embedding.inl` denotes the first atom. The theorem assumes only UU† = 1, because for square matrices U†U = 1 follows.

Physically, this P describes m doubly occupied orbitals, each spread with equal weight over the two atoms. For m = 1 and U = 1 it is the closed-shell ground-state determinant of the minimal-basis hydrogen molecule in the symmetrically orthonormalised basis: the occupied orbital has coefficients (1, 1)/√2, all four elements of P are 1, and each atom has valence 1.
